# The error of an m-step Arnoldi approximation for polynomials of degree at most m

An Arnoldi decomposition compresses a finite complex matrix A, not assumed Hermitian, to a smaller upper Hessenberg matrix H through AQ = QH + w e_mᵀ, where Q has m = k + 1 orthonormal columns and the residual vector w is orthogonal to them but not normalised. The theorem `polynomial_defect` concerns a polynomial p of degree at most m applied to the first basis vector Qe₁, which has unit norm. It states that p(A)Qe₁ equals Qp(H)e₁ plus w times the product of the degree-m coefficient of p and the subdiagonal entries of H. The proof shows that powers up to k are reproduced exactly and that w first enters at power k + 1, then writes p(A) and p(H) as sums of powers and splits off the top term of each.

The first attempt, which Lean rejects:

```lean
import Mathlib

open Polynomial Matrix
open scoped ComplexOrder

namespace ArnoldiOptimality

noncomputable section

variable {n : Type*} [Fintype n] [DecidableEq n] {k : ℕ}

/-- The first coordinate vector of the projected space of dimension `k + 1`. -/
def e₁ (k : ℕ) : Fin (k + 1) → ℂ := Pi.single 0 1

/-- The product of the subdiagonal entries of a square matrix. -/
def subdiagProd (H : Matrix (Fin (k + 1)) (Fin (k + 1)) ℂ) : ℂ :=
  ∏ i : Fin k, H i.succ i.castSucc

/-- An Arnoldi decomposition `A Q = Q H + w e_mᵀ` with `m = k + 1` orthonormal basis vectors,
a residual vector `w` orthogonal to them, and `H` upper Hessenberg. -/
structure IsArnoldi (A : Matrix n n ℂ) (Q : Matrix n (Fin (k + 1)) ℂ)
    (H : Matrix (Fin (k + 1)) (Fin (k + 1)) ℂ) (w : n → ℂ) : Prop where
  relation : A * Q = Q * H + Matrix.vecMulVec w (Pi.single (Fin.last k) 1)
  orthonormal : Qᴴ * Q = 1
  residual : Qᴴ *ᵥ w = 0
  hessenberg : ∀ i j : Fin (k + 1), j.val + 1 < i.val → H i j = 0

variable {A : Matrix n n ℂ} {Q : Matrix n (Fin (k + 1)) ℂ}
  {H : Matrix (Fin (k + 1)) (Fin (k + 1)) ℂ} {w : n → ℂ}

lemma krylov_above (hH : ∀ i j : Fin (k + 1), j.val + 1 < i.val → H i j = 0) (j : ℕ) :
    ∀ i : Fin (k + 1), j < i.val → (H ^ j *ᵥ e₁ k) i = 0 := by
  induction j with
  | zero =>
    intro i hi
    have h0 : i ≠ 0 := by
      rintro rfl
      simp at hi
    rw [pow_zero, Matrix.one_mulVec, e₁, Pi.single_eq_of_ne h0]
  | succ j ih =>
    intro i hi
    rw [pow_succ', ← Matrix.mulVec_mulVec]
    change ∑ l, H i l * (H ^ j *ᵥ e₁ k) l = 0
    refine Finset.sum_eq_zero fun l _ => ?_
    rcases lt_or_ge j l.val with h | h
    · rw [ih l h, mul_zero]
    · rw [hH i l (by omega), zero_mul]

/-- For an upper Hessenberg `H`, the component of `H ^ j e₁` at position `j` (counted from
zero) is the product of the first `j` subdiagonal entries. -/
theorem krylov_diag (hH : ∀ i j : Fin (k + 1), j.val + 1 < i.val → H i j = 0) (j : ℕ) :
    ∀ hj : j < k + 1, (H ^ j *ᵥ e₁ k) ⟨j, hj⟩ =
      ∏ i : Fin j, H ⟨i.val + 1, by have := i.isLt; omega⟩
        ⟨i.val, by have := i.isLt; omega⟩ := by
  induction j with
  | zero =>
    intro hj
    rw [pow_zero, Matrix.one_mulVec]
    simp [e₁]
  | succ j ih =>
    intro hj
    rw [pow_succ', ← Matrix.mulVec_mulVec, Fin.prod_univ_castSucc]
    change ∑ l, H ⟨j + 1, hj⟩ l * (H ^ j *ᵥ e₁ k) l = _
    -- only the neighbouring position feeds the new one
    rw [Finset.sum_eq_single (⟨j, by omega⟩ : Fin (k + 1)), ih (by omega)]
    · exact mul_comm _ _
    · intro l _ hl
      have hne : l.val ≠ j := fun h => hl (Fin.ext h)
      rcases lt_or_gt_of_ne hne with h | h
      · rw [hH _ l (Nat.succ_lt_succ h), zero_mul]
      · rw [krylov_above hH j l h, mul_zero]
    · intro h
      exact absurd (Finset.mem_univ _) h

omit [DecidableEq n] in
lemma IsArnoldi.apply (h : IsArnoldi A Q H w) (y : Fin (k + 1) → ℂ) :
    A *ᵥ (Q *ᵥ y) = Q *ᵥ (H *ᵥ y) + y (Fin.last k) • w := by
  rw [Matrix.mulVec_mulVec, h.relation, Matrix.add_mulVec, ← Matrix.mulVec_mulVec]
  congr 1
  ext i
  simp only [Matrix.mulVec, dotProduct, Matrix.vecMulVec_apply, Pi.single_apply, mul_ite,
    ite_mul, mul_one, mul_zero, zero_mul, Finset.sum_ite_eq', Finset.mem_univ, if_true,
    Pi.smul_apply, smul_eq_mul]
  ring

/-- For `p` of degree at most `m = k + 1`, `p(A) Q e₁` differs from `Q p(H) e₁` by the
residual vector times the degree-`m` coefficient and the subdiagonal product. -/
theorem polynomial_defect (h : IsArnoldi A Q H w) (p : ℂ[X]) (hp : p.natDegree ≤ k + 1) :
    aeval A p *ᵥ (Q *ᵥ e₁ k) =
      Q *ᵥ (aeval H p *ᵥ e₁ k) + (p.coeff (k + 1) * subdiagProd H) • w := by
  have hpow : ∀ j ≤ k, A ^ j *ᵥ (Q *ᵥ e₁ k) = Q *ᵥ (H ^ j *ᵥ e₁ k) := by
    intro j
    induction j with
    | zero => intro _; rw [pow_zero, pow_zero, Matrix.one_mulVec, Matrix.one_mulVec]
    | succ j ih =>
      intro hj
      rw [pow_succ' A, pow_succ' H, ← Matrix.mulVec_mulVec, ← Matrix.mulVec_mulVec,
        ih (by omega), h.apply,
        krylov_above h.hessenberg j (Fin.last k) (by rw [Fin.val_last]; omega),
        zero_smul, add_zero]
  -- the residual vector enters for the first time at the power `k + 1`
  have hlast : (H ^ k *ᵥ e₁ k) (Fin.last k) = subdiagProd H :=
    krylov_diag h.hessenberg k (Nat.lt_succ_self k)
  have htop : A ^ (k + 1) *ᵥ (Q *ᵥ e₁ k) =
      Q *ᵥ (H ^ (k + 1) *ᵥ e₁ k) + subdiagProd H • w := by
    rw [pow_succ' A, pow_succ' H, ← Matrix.mulVec_mulVec, ← Matrix.mulVec_mulVec,
      hpow k le_rfl, h.apply, hlast]
  have hsum : ∀ N ≤ k + 1, (∑ i ∈ Finset.range N, p.coeff i • A ^ i) *ᵥ (Q *ᵥ e₁ k) =
      Q *ᵥ ((∑ i ∈ Finset.range N, p.coeff i • H ^ i) *ᵥ e₁ k) := by
    intro N
    induction N with
    | zero => intro _; simp
    | succ N ih =>
      intro hN
      rw [Finset.sum_range_succ, Finset.sum_range_succ, Matrix.add_mulVec,
        Matrix.add_mulVec, Matrix.smul_mulVec, Matrix.smul_mulVec, Matrix.mulVec_add,
        Matrix.mulVec_smul, ih (by omega), hpow N (by omega)]
  have hp' : p.natDegree < k + 1 + 1 := by omega
  rw [aeval_eq_sum_range' hp' A, aeval_eq_sum_range' hp' H, Finset.sum_range_succ,
    Finset.sum_range_succ, Matrix.add_mulVec, Matrix.add_mulVec, Matrix.smul_mulVec,
    Matrix.smul_mulVec, Matrix.mulVec_add, Matrix.mulVec_smul, hsum (k + 1) le_rfl, htop,
    smul_add, smul_smul, add_assoc]

end

end ArnoldiOptimality
```

The error:

```
Main.lean:121:24: error: Tactic `rewrite` failed: Did not find an occurrence of the pattern
  ?A *ᵥ (?x + ?y)
in the target expression
  (∑ x ∈ Finset.range k, p.coeff x • A ^ x) *ᵥ Q *ᵥ e₁ k + p.coeff k • A ^ k *ᵥ Q *ᵥ e₁ k +
      p.coeff (k + 1) • A ^ (k + 1) *ᵥ Q *ᵥ e₁ k =
    Q *ᵥ (∑ i ∈ Finset.range (k + 1 + 1), p.coeff i • H ^ i) *ᵥ e₁ k + (p.coeff (k + 1) * subdiagProd H) • w

n : Type u_1
inst✝¹ : Fintype n
inst✝ : DecidableEq n
k : ℕ
A : Matrix n n ℂ
Q : Matrix n (Fin (k + 1)) ℂ
H : Matrix (Fin (k + 1)) (Fin (k + 1)) ℂ
w : n → ℂ
h : IsArnoldi A Q H w
p : ℂ[X]
hp : p.natDegree ≤ k + 1
hpow : ∀ j ≤ k, A ^ j *ᵥ Q *ᵥ e₁ k = Q *ᵥ H ^ j *ᵥ e₁ k
hlast : (H ^ k *ᵥ e₁ k) (Fin.last k) = subdiagProd H
htop : A ^ (k + 1) *ᵥ Q *ᵥ e₁ k = Q *ᵥ H ^ (k + 1) *ᵥ e₁ k + subdiagProd H • w
hsum :
  ∀ N ≤ k + 1,
    (∑ i ∈ Finset.range N, p.coeff i • A ^ i) *ᵥ Q *ᵥ e₁ k = Q *ᵥ (∑ i ∈ Finset.range N, p.coeff i • H ^ i) *ᵥ e₁ k
hp' : p.natDegree < k + 1 + 1
⊢ (∑ x ∈ Finset.range k, p.coeff x • A ^ x) *ᵥ Q *ᵥ e₁ k + p.coeff k • A ^ k *ᵥ Q *ᵥ e₁ k +
      p.coeff (k + 1) • A ^ (k + 1) *ᵥ Q *ᵥ e₁ k =
    Q *ᵥ (∑ i ∈ Finset.range (k + 1 + 1), p.coeff i • H ^ i) *ᵥ e₁ k + (p.coeff (k + 1) * subdiagProd H) • w
```

What went wrong. The error says that `rw` found no matrix applied to a sum of vectors, which `Matrix.mulVec_add` needs. The goal it prints shows why: the sum in powers of `A` has been split twice, down to `Finset.range k`, while the sum in powers of `H` is still whole.

Both uses of `Finset.sum_range_succ` were meant to split one sum each. Without arguments, the lemma fits any sum over a range of the form `n + 1`. The first use took the top term off the `A` sum, leaving a sum over `Finset.range (k + 1)`, which fits the lemma again, and the second use split that one. The later rewrites then also acted on the `A` side, and no sum of vectors appeared under `Q`.

The repair gives each use its summand and the range index `k + 1`, so that one splits the `A` sum and the other the `H` sum. `Matrix.mulVec_add` then has the sum it needs, and the remaining `A` sum over `Finset.range (k + 1)` is the one `hsum (k + 1) le_rfl` rewrites.

The change, after which it compiles:

```diff
@@ -117,6 +117,8 @@
         Matrix.mulVec_smul, ih (by omega), hpow N (by omega)]
   have hp' : p.natDegree < k + 1 + 1 := by omega
-  rw [aeval_eq_sum_range' hp' A, aeval_eq_sum_range' hp' H, Finset.sum_range_succ,
-    Finset.sum_range_succ, Matrix.add_mulVec, Matrix.add_mulVec, Matrix.smul_mulVec,
+  rw [aeval_eq_sum_range' hp' A, aeval_eq_sum_range' hp' H,
+    Finset.sum_range_succ (fun i => p.coeff i • A ^ i) (k + 1),
+    Finset.sum_range_succ (fun i => p.coeff i • H ^ i) (k + 1),
+    Matrix.add_mulVec, Matrix.add_mulVec, Matrix.smul_mulVec,
     Matrix.smul_mulVec, Matrix.mulVec_add, Matrix.mulVec_smul, hsum (k + 1) le_rfl, htop,
     smul_add, smul_smul, add_assoc]
```
